# The effective density of states of a parabolic band, the mass-action law and the intrinsic level

## Physical setting

Take a band edge at energy zero and let $E>0$ be the energy above it. In units where the thermal energy is $1$ and the density of states per volume is $\sqrt E/(2\pi^2)$, the Boltzmann-weighted number of states is, with $E=u^2$,
$$\frac{1}{2\pi^2}\int_0^\infty \sqrt E\,e^{-E}\,dE=\frac{1}{2\pi^2}\int_0^\infty 2u^2e^{-u^2}du=\frac{1}{2\pi^2}\cdot\frac{\sqrt\pi}{2}=\frac{1}{4\pi^{3/2}}\approx 0.0449 .$$
The band contributes as if it were $0.0449$ states per volume located at the edge. The general case restores the units. For effective mass $m$, reduced Planck constant $\hbar$ and thermal energy $kT$, the density of states with spin included and the effective density of states are
$$g(E)=\frac{1}{2\pi^2}\left(\frac{2m}{\hbar^2}\right)^{3/2}\sqrt E,\qquad N=2\left(\frac{m\,kT}{2\pi\hbar^2}\right)^{3/2}.$$
A semiconductor has a conduction band with edge $E_c$ and mass $m_e$, a valence band with edge $E_v$ and mass $m_h$, and chemical potential $\mu$. Write $g_e,g_h$ and $N_c,N_v$ for $g$ and $N$ at these two masses. The electron and hole densities are
$$n=\int_{E_c}^\infty g_e(E-E_c)\,e^{-(E-\mu)/kT}dE,\qquad p=\int_{-\infty}^{E_v} g_h(E_v-E)\,e^{-(\mu-E)/kT}dE .$$
These are the nondegenerate carrier statistics that link band parameters to carrier densities, for non-interacting carriers in one isotropic parabolic band of each kind.

## Statement

Let $m,m_e,m_h,\hbar,kT>0$ and let $E_c,E_v,\mu$ be any real numbers. Define the intrinsic density $n_i=\sqrt{N_cN_v}\,e^{-(E_c-E_v)/2kT}$ and the intrinsic level $\mu_i=\tfrac12(E_c+E_v)+\tfrac34 kT\ln(m_h/m_e)$.

1. $g(E)e^{-E/kT}$ is integrable on $E>0$, its integral is $N$, and $N>0$.
2. $n=N_c\,e^{-(E_c-\mu)/kT}>0$ and $p=N_v\,e^{-(\mu-E_v)/kT}>0$.
3. $np=n_i^2=N_cN_v\,e^{-(E_c-E_v)/kT}$ for every $\mu$, and $n_i>0$.
4. $n=p$ exactly when $\mu=\mu_i$, and $n=n_i$ exactly when $\mu=\mu_i$.
5. If $n-p=D$ for a real number $D$, then $n=D/2+\sqrt{D^2/4+n_i^2}$ and $n>D$.

## Derivation

Euler's integral is $\Gamma(a)=\int_0^\infty t^{a-1}e^{-t}dt$ for $a>0$. Integration by parts gives $\Gamma(a+1)=a\Gamma(a)$, and $t=u^2$ turns $\Gamma(1/2)$ into the Gaussian integral $2\int_0^\infty e^{-u^2}du=\sqrt\pi$. Hence $\Gamma(3/2)=\sqrt\pi/2$. The substitution $E=kT\,t$ gives
$$\int_0^\infty\sqrt E\,e^{-E/kT}dE=(kT)^{3/2}\,\Gamma(3/2)=\frac{\sqrt\pi}{2}(kT)^{3/2}.$$
Put $A=2m/\hbar^2$. The integral of $g\,e^{-E/kT}$ is then $\frac{1}{2\pi^2}\frac{\sqrt\pi}{2}A^{3/2}(kT)^{3/2}=A^{3/2}(kT)^{3/2}/(4\pi^{3/2})$. On the other side $m\,kT/(2\pi\hbar^2)=A\,kT/(4\pi)$, so $N=2A^{3/2}(kT)^{3/2}/(8\pi^{3/2})$, the same number.

For electrons, split $e^{-(E-\mu)/kT}=e^{-(E-E_c)/kT}e^{-(E_c-\mu)/kT}$, take the second factor out of the integral and substitute $x=E-E_c$; what remains is $N_c$. For holes, split at $E_v$ and substitute $x=E_v-E$; what remains is $N_v$. In the product $np$ the exponents add to $-(E_c-\mu)/kT-(\mu-E_v)/kT=-(E_c-E_v)/kT$, so $\mu$ cancels, and squaring the definition of $n_i$ gives the same expression.

Since $N_v=N_c(m_h/m_e)^{3/2}=N_c\,e^{(3/2)\ln(m_h/m_e)}$, the equation $n=p$ is equivalent, after cancelling $N_c$ and comparing exponents, to
$$-(E_c-\mu)=\tfrac32kT\ln(m_h/m_e)-(\mu-E_v),$$
that is $2\mu=E_c+E_v+\tfrac32kT\ln(m_h/m_e)$, or $\mu=\mu_i$. If $n=n_i$, then $n_ip=n_i^2$ gives $p=n_i=n$. If $n=p$, then $n^2=n_i^2$ with both numbers positive, so $n=n_i$.

If $n-p=D$, then $D^2/4+n_i^2=(n-p)^2/4+np=\left(\tfrac{n+p}{2}\right)^2$. The root is $(n+p)/2$ because $n+p>0$, and $D/2+(n+p)/2=n$. Finally $n-D=p>0$.

As a numerical instance take $\hbar=kT=1$, $m_e=\tfrac12$, $m_h=2$, $E_v=0$, $E_c=10$. Then $N_c=1/(4\pi^{3/2})\approx0.0449$, $N_v=8N_c$, $n_i=\sqrt8\,N_c\,e^{-5}\approx8.56\times10^{-4}$ and $\mu_i=5+\tfrac34\ln4\approx6.04$. At $\mu=\mu_i$, $n=N_c\,e^{-3.96}\approx8.56\times10^{-4}$, in agreement. For $D=\tfrac32n_i$ the formula gives $n=(\tfrac34+\tfrac54)n_i=2n_i$, so $p=n_i/2$.

## What the formal version assumes

The function `dos m hbar E` is $g(E)$ and `effDos m hbar kT` is $N$; `kT` is a single real number. The definitions `electronDensity` and `holeDensity` are Lebesgue integrals over the open half-lines `Ioi Ec` and `Iio Ev`. Both `intrinsicDensity` and `intrinsicLevel` are defined by their closed formulas, and the theorems show that they play their physical roles. Statement 1 is `integral_dos_boltzmann`, statement 2 is `electronDensity_eq` and `holeDensity_eq`, statement 3 is `mass_action`, statement 4 is `electron_eq_hole_iff` and `electron_eq_intrinsic_iff`, and statement 5 is `electron_of_net_doping`.

The form of $g$ is a definition and is not derived from counting wave vectors. Each band is parabolic up to infinite energy, with one scalar mass and no valley degeneracy. The Boltzmann occupation is also part of the definitions, so `mass_action` is the nondegenerate law. No hypothesis requires $E_v<\mu<E_c$ or even $E_v<E_c$, and the identities hold without one. That the Boltzmann factor approximates the Fermi–Dirac occupation only for $\mu$ several $kT$ inside the gap is a physical judgement that the file does not verify. The hypothesis `hD` assumes charge balance at the given $\mu$ with $D$ of either sign; reading $D$ as the net density of ionised donors is left to the user, and no theorem produces a $\mu$ for a prescribed $D$.

An easy mistake concerns the exponent. Without the ascription in `(3 / 2 : ℝ)`, Lean reads the exponent as a natural number, where $3/2$ evaluates to $1$, and the definition would compile with the wrong power.

## The file

```lean
import Mathlib

open Set MeasureTheory Real

namespace EffectiveDensityOfStates

noncomputable section

/-- Density of states per volume (spin included) of a parabolic band of mass `m`,
at energy `E` measured from the band edge. -/
def dos (m hbar E : ℝ) : ℝ :=
  1 / (2 * π ^ 2) * (2 * m / hbar ^ 2) ^ (3 / 2 : ℝ) * √E

/-- Effective density of states `2 (m kT / (2 π ħ²))^(3/2)`. -/
def effDos (m hbar kT : ℝ) : ℝ :=
  2 * (m * kT / (2 * π * hbar ^ 2)) ^ (3 / 2 : ℝ)

/-- Electron density in a conduction band with edge `Ec`, with Boltzmann occupation
at chemical potential `μ`. -/
def electronDensity (m hbar kT Ec μ : ℝ) : ℝ :=
  ∫ E in Ioi Ec, dos m hbar (E - Ec) * Real.exp (-(E - μ) / kT)

/-- Hole density in a valence band with edge `Ev`, with Boltzmann occupation of holes
at chemical potential `μ`. -/
def holeDensity (m hbar kT Ev μ : ℝ) : ℝ :=
  ∫ E in Iio Ev, dos m hbar (Ev - E) * Real.exp (-(μ - E) / kT)

/-- Intrinsic carrier density `√(Nc Nv) exp(-(Ec - Ev) / 2kT)`. -/
def intrinsicDensity (me mh hbar kT Ec Ev : ℝ) : ℝ :=
  √(effDos me hbar kT * effDos mh hbar kT) * Real.exp (-(Ec - Ev) / (2 * kT))

/-- Intrinsic level: the midgap energy plus `(3/4) kT log(mh / me)`. -/
def intrinsicLevel (me mh kT Ec Ev : ℝ) : ℝ :=
  (Ec + Ev) / 2 + 3 / 4 * kT * Real.log (mh / me)

/-- The Gamma function at `3/2` equals `√π / 2`. -/
theorem gamma_three_halves : Real.Gamma (3 / 2) = √π / 2 := by
  have h := Real.Gamma_add_one (show (1 / 2 : ℝ) ≠ 0 by norm_num)
  rw [show (3 / 2 : ℝ) = 1 / 2 + 1 by norm_num, h, Real.Gamma_one_half_eq]
  ring

/-- The integral of `√E exp(-E/kT)` over positive energies is `(√π / 2) (kT)^(3/2)`. -/
theorem integral_sqrt_mul_exp {kT : ℝ} (hT : 0 < kT) :
    (∫ E in Ioi (0 : ℝ), √E * Real.exp (-E / kT)) = √π / 2 * kT ^ (3 / 2 : ℝ) := by
  -- Euler's integral with exponent 3/2 and rate 1/kT
  have h := Real.integral_rpow_mul_exp_neg_mul_Ioi
    (show (0 : ℝ) < 3 / 2 by norm_num) (show 0 < 1 / kT by positivity)
  rw [one_div_one_div, gamma_three_halves] at h
  calc (∫ E in Ioi (0 : ℝ), √E * Real.exp (-E / kT))
      = ∫ t in Ioi (0 : ℝ), t ^ ((3 / 2 : ℝ) - 1) * Real.exp (-(1 / kT * t)) := by
        congr 1
        funext t
        have e1 : (3 / 2 : ℝ) - 1 = 1 / 2 := by norm_num
        have e2 : -(1 / kT * t) = -t / kT := by ring
        rw [Real.sqrt_eq_rpow, e1, e2]
    _ = kT ^ (3 / 2 : ℝ) * (√π / 2) := h
    _ = √π / 2 * kT ^ (3 / 2 : ℝ) := mul_comm _ _

/-- The effective density of states is positive. -/
theorem effDos_pos {m hbar kT : ℝ} (hm : 0 < m) (hh : 0 < hbar) (hT : 0 < kT) :
    0 < effDos m hbar kT := by
  unfold effDos
  positivity

/-- The density of states times the Boltzmann factor is integrable over positive energies,
and its integral is the effective density of states, which is positive. -/
theorem integral_dos_boltzmann {m hbar kT : ℝ} (hm : 0 < m) (hh : 0 < hbar) (hT : 0 < kT) :
    IntegrableOn (fun E => dos m hbar E * Real.exp (-E / kT)) (Ioi (0 : ℝ)) ∧
      (∫ E in Ioi (0 : ℝ), dos m hbar E * Real.exp (-E / kT)) = effDos m hbar kT ∧
      0 < effDos m hbar kT := by
  have hpos := effDos_pos hm hh hT
  -- pull the constant prefactor out of the integral
  have h1 : (∫ E in Ioi (0 : ℝ), dos m hbar E * Real.exp (-E / kT))
      = 1 / (2 * π ^ 2) * (2 * m / hbar ^ 2) ^ (3 / 2 : ℝ)
        * (∫ E in Ioi (0 : ℝ), √E * Real.exp (-E / kT)) := by
    rw [← integral_const_mul]
    congr 1
    funext E
    unfold dos
    ring
  -- write π = s² and split the power 3/2 in the effective density of states
  obtain ⟨s, hs0, hs1, hs2⟩ : ∃ s : ℝ, 0 < s ∧ √π = s ∧ π = s ^ 2 :=
    ⟨√π, Real.sqrt_pos.mpr Real.pi_pos, rfl, (Real.sq_sqrt Real.pi_pos.le).symm⟩
  have key : ∀ y : ℝ, 0 ≤ y → (y ^ 2) ^ (3 / 2 : ℝ) = y ^ 3 := by
    intro y hy
    rw [← Real.rpow_natCast y 2, ← Real.rpow_mul hy, ← Real.rpow_natCast y 3]
    congr 1
    norm_num
  have e : m * kT / (2 * π * hbar ^ 2) = (2 * m / hbar ^ 2) * kT * (1 / (2 * s)) ^ 2 := by
    rw [hs2]
    ring
  have hA : 0 ≤ 2 * m / hbar ^ 2 := by positivity
  have hs' : 0 ≤ 1 / (2 * s) := by positivity
  have hexp : effDos m hbar kT
      = 2 * ((2 * m / hbar ^ 2) ^ (3 / 2 : ℝ) * kT ^ (3 / 2 : ℝ) * (1 / (2 * s)) ^ 3) := by
    unfold effDos
    rw [e, Real.mul_rpow (mul_nonneg hA hT.le) (sq_nonneg _), Real.mul_rpow hA hT.le,
      key _ hs']
  have c : 1 / (2 * π ^ 2) * (√π / 2) = 2 * (1 / (2 * s)) ^ 3 := by
    have hinv : s * s⁻¹ = 1 := mul_inv_cancel₀ hs0.ne'
    rw [hs1, hs2]
    linear_combination (s⁻¹ ^ 3 / 4) * hinv
  have hval : (∫ E in Ioi (0 : ℝ), dos m hbar E * Real.exp (-E / kT)) = effDos m hbar kT := by
    rw [h1, integral_sqrt_mul_exp hT, hexp]
    linear_combination ((2 * m / hbar ^ 2) ^ (3 / 2 : ℝ) * kT ^ (3 / 2 : ℝ)) * c
  refine ⟨?_, hval, hpos⟩
  -- a non-integrable function would have integral zero
  by_contra h
  have h0 : (∫ E in Ioi (0 : ℝ), dos m hbar E * Real.exp (-E / kT)) = 0 := integral_undef h
  linarith

/-- An integral over energies above `c` of a function of `E - c` equals the integral of that
function over positive arguments. -/
theorem integral_Ioi_shift (f : ℝ → ℝ) (c : ℝ) :
    (∫ E in Ioi c, f (E - c)) = ∫ x in Ioi (0 : ℝ), f x := by
  calc (∫ E in Ioi c, f (E - c))
      = ∫ E, (Ioi c).indicator (fun E => f (E - c)) E :=
        (integral_indicator measurableSet_Ioi).symm
    _ = ∫ E, (Ioi (0 : ℝ)).indicator f (E - c) := by
        congr 1
        funext E
        by_cases h : c < E <;> simp [Set.indicator, h]
    _ = ∫ x, (Ioi (0 : ℝ)).indicator f x :=
        integral_sub_right_eq_self ((Ioi (0 : ℝ)).indicator f) c
    _ = ∫ x in Ioi (0 : ℝ), f x := integral_indicator measurableSet_Ioi

/-- An integral over energies below `c` of a function of `c - E` equals the integral of that
function over positive arguments. -/
theorem integral_Iio_reflect (f : ℝ → ℝ) (c : ℝ) :
    (∫ E in Iio c, f (c - E)) = ∫ x in Ioi (0 : ℝ), f x := by
  calc (∫ E in Iio c, f (c - E))
      = ∫ E, (Iio c).indicator (fun E => f (c - E)) E :=
        (integral_indicator measurableSet_Iio).symm
    _ = ∫ E, (Ioi (0 : ℝ)).indicator f (c - E) := by
        congr 1
        funext E
        by_cases h : E < c <;> simp [Set.indicator, h]
    _ = ∫ x, (Ioi (0 : ℝ)).indicator f x :=
        integral_sub_left_eq_self ((Ioi (0 : ℝ)).indicator f) volume c
    _ = ∫ x in Ioi (0 : ℝ), f x := integral_indicator measurableSet_Ioi

/-- The electron density is `Nc exp(-(Ec - μ)/kT)` and is positive. -/
theorem electronDensity_eq {m hbar kT : ℝ} (hm : 0 < m) (hh : 0 < hbar) (hT : 0 < kT)
    (Ec μ : ℝ) :
    electronDensity m hbar kT Ec μ = effDos m hbar kT * Real.exp (-(Ec - μ) / kT) ∧
      0 < electronDensity m hbar kT Ec μ := by
  obtain ⟨-, hval, hpos⟩ := integral_dos_boltzmann hm hh hT
  have hs : (∫ E in Ioi Ec, dos m hbar (E - Ec) * Real.exp (-(E - Ec) / kT))
      = ∫ x in Ioi (0 : ℝ), dos m hbar x * Real.exp (-x / kT) :=
    integral_Ioi_shift (fun x => dos m hbar x * Real.exp (-x / kT)) Ec
  have h : electronDensity m hbar kT Ec μ
      = effDos m hbar kT * Real.exp (-(Ec - μ) / kT) := by
    calc electronDensity m hbar kT Ec μ
        = ∫ E in Ioi Ec, Real.exp (-(Ec - μ) / kT)
            * (dos m hbar (E - Ec) * Real.exp (-(E - Ec) / kT)) := by
          unfold electronDensity
          congr 1
          funext E
          -- split the Boltzmann factor at the band edge
          have e : Real.exp (-(E - μ) / kT)
              = Real.exp (-(E - Ec) / kT) * Real.exp (-(Ec - μ) / kT) := by
            rw [← Real.exp_add]
            congr 1
            ring
          rw [e]
          ring
      _ = Real.exp (-(Ec - μ) / kT)
            * ∫ E in Ioi Ec, dos m hbar (E - Ec) * Real.exp (-(E - Ec) / kT) :=
          integral_const_mul _ _
      _ = effDos m hbar kT * Real.exp (-(Ec - μ) / kT) := by
          rw [hs, hval]
          ring
  refine ⟨h, ?_⟩
  rw [h]
  exact mul_pos hpos (Real.exp_pos _)

/-- The hole density is `Nv exp(-(μ - Ev)/kT)` and is positive. -/
theorem holeDensity_eq {m hbar kT : ℝ} (hm : 0 < m) (hh : 0 < hbar) (hT : 0 < kT)
    (Ev μ : ℝ) :
    holeDensity m hbar kT Ev μ = effDos m hbar kT * Real.exp (-(μ - Ev) / kT) ∧
      0 < holeDensity m hbar kT Ev μ := by
  obtain ⟨-, hval, hpos⟩ := integral_dos_boltzmann hm hh hT
  have hs : (∫ E in Iio Ev, dos m hbar (Ev - E) * Real.exp (-(Ev - E) / kT))
      = ∫ x in Ioi (0 : ℝ), dos m hbar x * Real.exp (-x / kT) :=
    integral_Iio_reflect (fun x => dos m hbar x * Real.exp (-x / kT)) Ev
  have h : holeDensity m hbar kT Ev μ
      = effDos m hbar kT * Real.exp (-(μ - Ev) / kT) := by
    calc holeDensity m hbar kT Ev μ
        = ∫ E in Iio Ev, Real.exp (-(μ - Ev) / kT)
            * (dos m hbar (Ev - E) * Real.exp (-(Ev - E) / kT)) := by
          unfold holeDensity
          congr 1
          funext E
          -- split the Boltzmann factor at the band edge
          have e : Real.exp (-(μ - E) / kT)
              = Real.exp (-(Ev - E) / kT) * Real.exp (-(μ - Ev) / kT) := by
            rw [← Real.exp_add]
            congr 1
            ring
          rw [e]
          ring
      _ = Real.exp (-(μ - Ev) / kT)
            * ∫ E in Iio Ev, dos m hbar (Ev - E) * Real.exp (-(Ev - E) / kT) :=
          integral_const_mul _ _
      _ = effDos m hbar kT * Real.exp (-(μ - Ev) / kT) := by
          rw [hs, hval]
          ring
  refine ⟨h, ?_⟩
  rw [h]
  exact mul_pos hpos (Real.exp_pos _)

/-- Mass-action law: for every chemical potential `n p = ni²`, where
`ni² = Nc Nv exp(-(Ec - Ev)/kT)` and `ni` is positive. -/
theorem mass_action {me mh hbar kT : ℝ} (hme : 0 < me) (hmh : 0 < mh) (hh : 0 < hbar)
    (hT : 0 < kT) (Ec Ev μ : ℝ) :
    electronDensity me hbar kT Ec μ * holeDensity mh hbar kT Ev μ
        = intrinsicDensity me mh hbar kT Ec Ev ^ 2 ∧
      intrinsicDensity me mh hbar kT Ec Ev ^ 2
        = effDos me hbar kT * effDos mh hbar kT * Real.exp (-(Ec - Ev) / kT) ∧
      0 < intrinsicDensity me mh hbar kT Ec Ev := by
  have hN : 0 < effDos me hbar kT * effDos mh hbar kT :=
    mul_pos (effDos_pos hme hh hT) (effDos_pos hmh hh hT)
  have e1 : Real.exp (-(Ec - Ev) / (2 * kT)) ^ 2 = Real.exp (-(Ec - Ev) / kT) := by
    rw [sq, ← Real.exp_add]
    congr 1
    ring
  have hsq : intrinsicDensity me mh hbar kT Ec Ev ^ 2
      = effDos me hbar kT * effDos mh hbar kT * Real.exp (-(Ec - Ev) / kT) := by
    unfold intrinsicDensity
    rw [mul_pow, Real.sq_sqrt hN.le, e1]
  -- the chemical potential cancels in the product of the two Boltzmann factors
  have e2 : Real.exp (-(Ec - Ev) / kT)
      = Real.exp (-(Ec - μ) / kT) * Real.exp (-(μ - Ev) / kT) := by
    rw [← Real.exp_add]
    congr 1
    ring
  refine ⟨?_, hsq, mul_pos (Real.sqrt_pos.mpr hN) (Real.exp_pos _)⟩
  rw [hsq, (electronDensity_eq hme hh hT Ec μ).1, (holeDensity_eq hmh hh hT Ev μ).1, e2]
  ring

/-- Electron and hole densities are equal exactly when the chemical potential is the
intrinsic level. -/
theorem electron_eq_hole_iff {me mh hbar kT : ℝ} (hme : 0 < me) (hmh : 0 < mh)
    (hh : 0 < hbar) (hT : 0 < kT) (Ec Ev μ : ℝ) :
    electronDensity me hbar kT Ec μ = holeDensity mh hbar kT Ev μ ↔
      μ = intrinsicLevel me mh kT Ec Ev := by
  have hNc := effDos_pos hme hh hT
  have hr : 0 < mh / me := div_pos hmh hme
  have hA : 0 ≤ me * kT / (2 * π * hbar ^ 2) := by positivity
  -- Nv = Nc (mh/me)^(3/2)
  have hratio : effDos mh hbar kT
      = effDos me hbar kT * Real.exp (Real.log (mh / me) * (3 / 2)) := by
    have hinv : me * me⁻¹ = 1 := mul_inv_cancel₀ hme.ne'
    have e : mh * kT / (2 * π * hbar ^ 2) = me * kT / (2 * π * hbar ^ 2) * (mh / me) := by
      linear_combination (-(mh * kT / (2 * π * hbar ^ 2))) * hinv
    unfold effDos
    rw [e, Real.mul_rpow hA hr.le, Real.rpow_def_of_pos hr]
    ring
  have hp : holeDensity mh hbar kT Ev μ
      = effDos me hbar kT * Real.exp (Real.log (mh / me) * (3 / 2) + -(μ - Ev) / kT) := by
    rw [(holeDensity_eq hmh hh hT Ev μ).1, hratio, Real.exp_add]
    ring
  -- cancel Nc and compare exponents
  rw [(electronDensity_eq hme hh hT Ec μ).1, hp, mul_right_inj' hNc.ne', Real.exp_eq_exp]
  unfold intrinsicLevel
  have hk : kT * kT⁻¹ = 1 := mul_inv_cancel₀ hT.ne'
  constructor
  · intro h
    linear_combination (kT / 2) * h - ((2 * μ - Ec - Ev) / 2) * hk
  · intro h
    linear_combination (2 * kT⁻¹) * h + (3 / 2 * Real.log (mh / me)) * hk

/-- The electron density equals the intrinsic density exactly when the chemical potential is
the intrinsic level. -/
theorem electron_eq_intrinsic_iff {me mh hbar kT : ℝ} (hme : 0 < me) (hmh : 0 < mh)
    (hh : 0 < hbar) (hT : 0 < kT) (Ec Ev μ : ℝ) :
    electronDensity me hbar kT Ec μ = intrinsicDensity me mh hbar kT Ec Ev ↔
      μ = intrinsicLevel me mh kT Ec Ev := by
  have aux : ∀ n p q : ℝ, 0 < n → 0 < q → n * p = q ^ 2 → (n = q ↔ n = p) := by
    intro n p q hn hq hm
    constructor
    · intro h
      have h2 : q * n = q * p := by linear_combination (q + p) * h - hm
      exact mul_left_cancel₀ hq.ne' h2
    · intro h
      have h2 : n ^ 2 = q ^ 2 := by linear_combination hm + n * h
      exact (sq_eq_sq₀ hn.le hq.le).mp h2
  obtain ⟨hma, -, hni⟩ := mass_action hme hmh hh hT Ec Ev μ
  exact (aux _ _ _ (electronDensity_eq hme hh hT Ec μ).2 hni hma).trans
    (electron_eq_hole_iff hme hmh hh hT Ec Ev μ)

/-- If the electron density exceeds the hole density by `D`, then
`n = D/2 + √(D²/4 + ni²)` and `n > D`. -/
theorem electron_of_net_doping {me mh hbar kT : ℝ} (hme : 0 < me) (hmh : 0 < mh)
    (hh : 0 < hbar) (hT : 0 < kT) (Ec Ev μ D : ℝ)
    (hD : electronDensity me hbar kT Ec μ - holeDensity mh hbar kT Ev μ = D) :
    electronDensity me hbar kT Ec μ
        = D / 2 + √(D ^ 2 / 4 + intrinsicDensity me mh hbar kT Ec Ev ^ 2) ∧
      D < electronDensity me hbar kT Ec μ := by
  have aux : ∀ n p q : ℝ, 0 < n → 0 < p → n * p = q ^ 2 → n - p = D →
      n = D / 2 + √(D ^ 2 / 4 + q ^ 2) := by
    intro n p q hn hp hm hd
    -- the radicand is the square of the mean carrier density
    have e : D ^ 2 / 4 + q ^ 2 = ((n + p) / 2) ^ 2 := by
      rw [← hm, ← hd]
      ring
    have hnn : 0 ≤ (n + p) / 2 := by linarith
    rw [e, Real.sqrt_sq hnn]
    linarith
  have hn := (electronDensity_eq hme hh hT Ec μ).2
  have hp := (holeDensity_eq hmh hh hT Ev μ).2
  exact ⟨aux _ _ _ hn hp (mass_action hme hmh hh hT Ec Ev μ).1 hD, by linarith⟩

end

end EffectiveDensityOfStates
```

```lean
#print axioms EffectiveDensityOfStates.mass_action
#print axioms EffectiveDensityOfStates.electron_eq_intrinsic_iff
#print axioms EffectiveDensityOfStates.electron_of_net_doping
```

```
'EffectiveDensityOfStates.mass_action' depends on axioms: [propext, Classical.choice, Quot.sound]
'EffectiveDensityOfStates.electron_eq_intrinsic_iff' depends on axioms: [propext, Classical.choice, Quot.sound]
'EffectiveDensityOfStates.electron_of_net_doping' depends on axioms: [propext, Classical.choice, Quot.sound]
```

## Notes on the proof

`gamma_three_halves` combines the recursion `Real.Gamma_add_one` at $1/2$ with `Real.Gamma_one_half_eq`. In `integral_sqrt_mul_exp` the substitution $E=kT\,t$ is already contained in `Real.integral_rpow_mul_exp_neg_mul_Ioi`, which evaluates $\int_0^\infty t^{a-1}e^{-rt}dt=(1/r)^a\,\Gamma(a)$ for a rate $r>0$, here with $a=3/2$ and $r=1/kT$. The `calc` block matches $\sqrt E$ with $E^{3/2-1}$.

In `integral_dos_boltzmann`, `h1` takes out the prefactor. Setting $s=\sqrt\pi$ makes the powers of $\pi$ integer powers of $s$: `e` is $m\,kT/(2\pi\hbar^2)=A\,kT\,(1/2s)^2$, `key` is $(y^2)^{3/2}=y^3$ for $y\ge0$, and `hexp` assembles $N=2A^{3/2}(kT)^{3/2}(1/2s)^3$. The step `c` is the numerical identity $\frac{1}{2\pi^2}\frac{\sqrt\pi}{2}=2(1/2s)^3$, which `hval` multiplies by $A^{3/2}(kT)^{3/2}$.

The integrability step is worth reusing. Mathlib assigns the value zero to the integral of a non-integrable function, as recorded in `integral_undef`, so an integral already shown to equal a positive number has an integrable integrand, and `by_contra` followed by `linarith` finishes without any estimate.

The lemmas `integral_Ioi_shift` and `integral_Iio_reflect` are the substitutions $x=E-E_c$ and $x=E_v-E$. Each rewrites the half-line integral as an integral of an indicator function over the whole line and applies invariance of Lebesgue measure, through `integral_sub_right_eq_self` or `integral_sub_left_eq_self`. They need no condition on `f`. The two density theorems split the exponential in `e`, take out the constant with `integral_const_mul`, and insert `hs` and `hval`.

In `mass_action`, `e1` squares the exponential in $n_i$ and `e2` is the cancellation of $\mu$. In `electron_eq_hole_iff`, `hratio` is $N_v=N_c\,e^{(3/2)\ln(m_h/m_e)}$, `mul_right_inj'` cancels $N_c$, and `Real.exp_eq_exp` compares exponents. The two `linear_combination` calls multiply by $kT/2$ in one direction and by $2/kT$ in the other, with `hk` supplying $kT\cdot(kT)^{-1}=1$. The last two theorems isolate their algebra in a local `aux` about real numbers `n p q` with $np=q^2$, where `q` stands for $n_i$; in the doping theorem `Real.sqrt_sq` takes the root of $((n+p)/2)^2$.
